# Bulk modulus plus four thirds of the shear modulus: the longitudinal modulus of an isotropic elastic medium in three dimensions

A plane wave displaces a uniform isotropic medium, and the medium pushes back. The restoring force depends on how the displacement is oriented relative to the wavevector. The quantities needed to compute it are as follows.

- $d$ is the dimension of space, $q$ the wavevector and $u$ the displacement amplitude, so that the displacement field is $u\sin(q\cdot r)$ at position $r$.
- $e = \tfrac12(q u^{T} + u q^{T})$ is the strain amplitude. The strain field is $e\cos(q\cdot r)$.
- $K$ is the bulk modulus, the resistance to uniform compression, and $\mu$ is the shear modulus, the resistance to a change of shape at fixed volume.
- $S(e)$ is the stress amplitude, taken positive in tension.

The force density is the divergence of the stress field, $-S(e)q\,\sin(q\cdot r)$. The vector $S(e)q$ is therefore the restoring force amplitude with its sign reversed, and it is the object computed throughout. It is called the contracted stress below.

In Lean, vectors are functions `Fin d → ℝ` and strains are real $d\times d$ matrices. The scalar product is written `⬝ᵥ` and the action of a matrix on a vector `*ᵥ`. The squared length $|q|^2$ appears as `q ⬝ᵥ q`, because the norm that Mathlib attaches to `Fin d → ℝ` is the largest absolute value of a component and not the Euclidean length.

```lean
import Mathlib

open Matrix

namespace ElectronGasElasticKernel

noncomputable section

variable {d : ℕ}
```

## Stress, strain and the longitudinal modulus

An isotropic linear medium responds separately to the two parts of a strain, its trace and its traceless remainder:

$$S(e) = K\,\mathrm{tr}(e)\,I + 2\mu\left(e - \frac{\mathrm{tr}(e)}{d}\,I\right).$$

This law is the definition of the model. The moduli are arbitrary real constants, with no sign or stability condition imposed.

```lean
/-- The isotropic stress with bulk modulus `K` and shear modulus `μ` produced by a strain `e`
in dimension `d ≥ 1`. -/
def stress (K μ : ℝ) (e : Matrix (Fin d) (Fin d) ℝ) : Matrix (Fin d) (Fin d) ℝ :=
  (K * e.trace) • (1 : Matrix (Fin d) (Fin d) ℝ)
    + (2 * μ) • (e - (e.trace / d) • (1 : Matrix (Fin d) (Fin d) ℝ))
```

The strain amplitude is the symmetrised product of wavevector and displacement. In Lean, `vecMulVec q u` is the matrix $q u^{T}$ with entries $q_i u_j$.

```lean
/-- The symmetric strain amplitude of a plane wave with wavevector `q` and displacement
amplitude `u`. -/
def strain (q u : Fin d → ℝ) : Matrix (Fin d) (Fin d) ℝ :=
  (1 / 2 : ℝ) • (vecMulVec q u + vecMulVec u q)
```

The combination that will govern compression along the wavevector gets its own name,

$$M = K + 2\mu\left(1-\frac1d\right).$$

In three dimensions elasticity texts often call it the P-wave modulus.

```lean
/-- The longitudinal modulus `K + 2μ(1 - 1/d)` in dimension `d ≥ 1`. -/
def longitudinalModulus (d : ℕ) (K μ : ℝ) : ℝ := K + 2 * μ * (1 - 1 / d)
```

## Shear stiffness does not resist uniform compression

Since $\mathrm{tr}\,I = d$, the traceless part drops out of the trace of the stress:

$$\mathrm{tr}\,S(e) = dK\,\mathrm{tr}(e) + 2\mu\left(\mathrm{tr}(e) - \frac{\mathrm{tr}(e)}{d}\,d\right) = dK\,\mathrm{tr}(e).$$

The mean normal stress $\mathrm{tr}\,S(e)/d$ is thus $K$ times the relative volume change, which justifies the name bulk modulus. The cancellation uses $d\neq 0$, and the Lean proof treats the empty case $d=0$ separately.

```lean
/-- The trace of the stress is `d K` times the trace of the strain: shear stiffness does not
enter it. -/
theorem trace_stress (K μ : ℝ) (e : Matrix (Fin d) (Fin d) ℝ) :
    (stress K μ e).trace = d * K * e.trace := by
  rcases Nat.eq_zero_or_pos d with h0 | hpos
  · subst h0
    simp [Matrix.trace]
  · have hd : (d : ℝ) ≠ 0 := by exact_mod_cast hpos.ne'
    simp only [stress, trace_add, trace_sub, trace_smul, trace_one, Fintype.card_fin,
      smul_eq_mul]
    rw [div_mul_cancel₀ _ hd]
    ring
```

## The strain of a plane wave

Two facts about the strain are needed. Its trace is

$$\mathrm{tr}(e) = \frac12\sum_i (q_i u_i + u_i q_i) = q\cdot u ,$$

so a displacement orthogonal to $q$ changes no volume to first order. The Lean proof writes both sides as sums and compares them term by term.

```lean
/-- The trace of the plane-wave strain is the scalar product of wavevector and displacement. -/
theorem trace_strain (q u : Fin d → ℝ) : (strain q u).trace = q ⬝ᵥ u := by
  simp only [strain, Matrix.trace, dotProduct, Matrix.diag_apply, Matrix.smul_apply,
    Matrix.add_apply, vecMulVec_apply, smul_eq_mul]
  exact Finset.sum_congr rfl fun i _ => by ring
```

Its action on the wavevector is

$$(e\,q)_i = \frac12\sum_j (q_i u_j + u_i q_j)\,q_j = \frac12\left[(q\cdot u)\,q_i + |q|^2 u_i\right].$$

The proof again works in components. It moves the outer factors $q_i$ and $u_i$ and the one half inside the sums, then compares the terms for each $j$.

```lean
/-- The plane-wave strain applied to its own wavevector. -/
theorem strain_mulVec (q u : Fin d → ℝ) :
    strain q u *ᵥ q = (1 / 2 : ℝ) • ((q ⬝ᵥ u) • q + (q ⬝ᵥ q) • u) := by
  ext i
  simp only [strain, Matrix.mulVec, dotProduct, Matrix.smul_apply, Matrix.add_apply,
    vecMulVec_apply, smul_eq_mul, Pi.smul_apply, Pi.add_apply]
  rw [Finset.sum_mul, Finset.sum_mul, ← Finset.sum_add_distrib, Finset.mul_sum]
  exact Finset.sum_congr rfl fun j _ => by ring
```

## The contracted stress for any polarisation

Inserting both results into the stress law gives

$$S(e)q = K(q\cdot u)\,q + 2\mu\left[\tfrac12(q\cdot u)\,q + \tfrac12|q|^2u - \frac{q\cdot u}{d}\,q\right].$$

Collecting the terms along $u$ and along $q$,

$$S(e)q = \mu|q|^2\,u + \left(K+\mu\left(1-\frac2d\right)\right)(q\cdot u)\,q .$$

The second coefficient equals $M-\mu$, because $2\mu(1-1/d)-\mu = \mu(1-2/d)$. The response is therefore that of pure shear, plus a correction along $q$ proportional to the difference of the two moduli.

The Lean proof first distributes the matrix action over the terms of the stress, then substitutes the trace and the strain action, and leaves the collection of terms to the tactic `module`.

```lean
/-- The stress of a plane wave with any displacement `u`, contracted with the wavevector `q`,
has a part along `u` and a part along `q`. -/
theorem stress_strain_mulVec (K μ : ℝ) (q u : Fin d → ℝ) :
    stress K μ (strain q u) *ᵥ q
      = (μ * (q ⬝ᵥ q)) • u + ((K + μ * (1 - 2 / d)) * (q ⬝ᵥ u)) • q := by
  simp only [stress, Matrix.add_mulVec, Matrix.sub_mulVec, Matrix.smul_mulVec,
    Matrix.one_mulVec]
  rw [trace_strain, strain_mulVec]
  module
```

## Collecting coefficients with `module`

The tactic `module` proves equalities between vector expressions built from addition, subtraction and multiplication by scalars. It treats the basic vectors, here $q$ and $u$, as symbols, brings each side into the form $\alpha q + \beta u$, and compares the scalar coefficients by ring arithmetic. In the theorem above it has to check

$$2\mu\cdot\tfrac12|q|^2 = \mu|q|^2,$$

$$K(q\cdot u) + 2\mu\left(\tfrac12 - \tfrac1d\right)(q\cdot u) = \left(K+\mu\left(1-\tfrac2d\right)\right)(q\cdot u).$$

These are the two comparisons made above, and no components are needed.

Equal coefficients are sufficient for the vectors to be equal, so $q$ and $u$ need not be linearly independent. The result holds equally when they are parallel or when one of them vanishes.

In the scalar identities $1/d$ is only a symbol that occurs on both sides. It is never multiplied by $d$, so this theorem needs no assumption on the dimension, whereas the trace formula had to use $d\cdot(1/d)=1$.

On its own `module` uses no hypotheses. Where a known vector equation must enter, the proof below calls `linear_combination (norm := module) h`, which subtracts the equation `h` from the goal and lets `module` verify that nothing remains.

## Displacement along the wavevector

For $u=q$ the strain is $q q^{T}$ and $q\cdot u = |q|^2$. Both terms of the general formula now point along $q$:

$$S(qq^{T})q = \left[\mu + K + \mu\left(1-\frac2d\right)\right]|q|^2\,q = |q|^2 M\,q .$$

The displacement amplitude here is $q$ itself, which is not normalised. For the unit vector $\hat q = q/|q|$ with $q\neq0$, linearity gives the contracted stress $|q|^2M\,\hat q$, with the same stiffness $|q|^2M$.

The proof first identifies `vecMulVec q q` with `strain q q`, entry by entry, and then applies the general formula.

```lean
/-- For the longitudinal strain `q qᵀ` the contracted stress is `q` times `|q|²` times the
longitudinal modulus. -/
theorem stress_longitudinal (K μ : ℝ) (q : Fin d → ℝ) :
    stress K μ (vecMulVec q q) *ᵥ q = ((q ⬝ᵥ q) * longitudinalModulus d K μ) • q := by
  have hs : vecMulVec q q = strain q q := by
    ext i j
    simp only [strain, Matrix.smul_apply, Matrix.add_apply, vecMulVec_apply, smul_eq_mul]
    ring
  rw [hs, stress_strain_mulVec, longitudinalModulus]
  module
```

## Displacement across the wavevector

If $t$ is a displacement with $q\cdot t=0$, the correction along $q$ vanishes and

$$S(e)q = \mu|q|^2\,t .$$

The bulk modulus has disappeared, as expected for a wave that changes no volume.

```lean
/-- For a displacement `t` orthogonal to `q` the contracted stress is `μ |q|² t`. -/
theorem stress_transverse (K μ : ℝ) (q t : Fin d → ℝ) (h : q ⬝ᵥ t = 0) :
    stress K μ (strain q t) *ᵥ q = (μ * (q ⬝ᵥ q)) • t := by
  rw [stress_strain_mulVec, h, mul_zero, zero_smul, add_zero]
```

## Three dimensions and the electron gas

For $d=3$ the factor $2(1-1/d)$ equals $4/3$, hence

$$S(qq^{T})q = |q|^2\left(K+\frac{4\mu}{3}\right)q .$$

A longitudinal wave compresses the medium in one direction only. This changes shape as well as volume, so shear stiffness contributes.

```lean
/-- In three dimensions shear stiffness adds `4μ/3` to the bulk modulus in the longitudinal
response. -/
theorem stress_longitudinal_three (K μ : ℝ) (q : Fin 3 → ℝ) :
    stress K μ (vecMulVec q q) *ᵥ q = ((q ⬝ᵥ q) * (K + 4 * μ / 3)) • q := by
  have h3 : longitudinalModulus 3 K μ = K + 4 * μ / 3 := by
    unfold longitudinalModulus
    push_cast
    ring
  rw [stress_longitudinal, h3]
```

The same combination, formed from exchange-correlation moduli and divided by the square of the density, gives the longitudinal exchange-correlation kernel of the uniform electron gas when the wavevector tends to zero at a fixed nonzero frequency. The moduli of the gas are in general complex and depend on frequency, whereas the theorem is stated for real constants. That the exchange-correlation stress of the gas takes the isotropic linear form $S(e)$ at long wavelengths is the physical step taken before the theorem applies.

## Which displacements respond with the shear stiffness

Suppose that a displacement $u$ satisfies $S(e)q = \mu|q|^2u$. Subtracting this from the general formula leaves

$$(M-\mu)(q\cdot u)\,q = 0 .$$

If $q\neq0$ and $M\neq\mu$, it follows that $q\cdot u=0$. The converse is the transverse result already obtained.

The condition $M\neq\mu$ has a clear role. If the two moduli coincide, every displacement responds with stiffness $\mu|q|^2$, including $u=q\neq0$, which is not transverse. For $d\ge2$ this coincidence requires $K=-\mu(1-2/d)$, so it cannot occur in a medium with $K>0$ and $\mu\ge0$. The assumption $q\neq0$ only serves the cancellation, since for $q=0$ both sides of the equivalence are true.

In Lean, `h2` is the displayed equation. The lemmas `smul_eq_zero` and `mul_eq_zero` then split the vanishing product into its factors, and the case $M=\mu$ contradicts the hypothesis `hne`.

```lean
/-- If the longitudinal modulus differs from `μ` and `q` is nonzero, a displacement responds
with the stiffness `μ |q|²` exactly when it is orthogonal to `q`. -/
theorem shear_response_iff (K μ : ℝ) (q u : Fin d → ℝ) (hq : q ≠ 0)
    (hne : longitudinalModulus d K μ ≠ μ) :
    stress K μ (strain q u) *ᵥ q = (μ * (q ⬝ᵥ q)) • u ↔ q ⬝ᵥ u = 0 := by
  refine ⟨fun h => ?_, stress_transverse K μ q u⟩
  rw [stress_strain_mulVec] at h
  -- the part of the response along `q` must vanish
  have h2 : ((K + μ * (1 - 2 / d)) * (q ⬝ᵥ u)) • q = 0 := by
    linear_combination (norm := module) h
  rcases mul_eq_zero.mp ((smul_eq_zero.mp h2).resolve_right hq) with h3 | h3
  · exact absurd (by unfold longitudinalModulus; linear_combination h3) hne
  · exact h3
```

## A transverse displacement exists from two dimensions on

For $q\neq0$ choose an axis $i$ with $q_i\neq0$ and any other axis $j$. With unit vectors $\epsilon_i$ and $\epsilon_j$ along these axes, set

$$t = q_j\,\epsilon_i - q_i\,\epsilon_j .$$

Then $q\cdot t = q_iq_j - q_jq_i = 0$, and $t\neq0$ because its component along axis $j$ is $-q_i$. For $q=0$ every displacement is orthogonal to $q$, and the vector with all components equal to one will do.

```lean
/-- In dimension at least two every wavevector has a nonzero displacement orthogonal to it. -/
theorem exists_transverse (hd : 2 ≤ d) (q : Fin d → ℝ) :
    ∃ t : Fin d → ℝ, t ≠ 0 ∧ q ⬝ᵥ t = 0 := by
  by_cases hq : q = 0
  · refine ⟨fun _ => 1, fun h => ?_, by rw [hq, zero_dotProduct]⟩
    exact one_ne_zero (congrFun h ⟨0, by omega⟩)
  · obtain ⟨i, hi⟩ := Function.ne_iff.mp hq
    have : Nontrivial (Fin d) := Fin.nontrivial_iff_two_le.mpr hd
    obtain ⟨j, hj⟩ := exists_ne i
    -- project `q` onto the plane of the axes `i` and `j` and rotate the result by a right angle
    refine ⟨Pi.single i (q j) - Pi.single j (q i), fun h => hi ?_, ?_⟩
    · have hj' := congrFun h j
      simpa [hj] using hj'
    · rw [dotProduct_sub, dotProduct_single, dotProduct_single]
      ring
```

## The stiffnesses of plane-wave modes

A mode is a nonzero displacement whose contracted stress is parallel to it, $S(e)q = c\,u$. The number $c$ is called its stiffness here. It contains the factor $|q|^2$, so for $q\neq0$ the corresponding modulus is $c/|q|^2$. In a medium of mass density $\rho$, such a mode with $c>0$ oscillates at an angular frequency $\omega$ given by $\rho\,\omega^2=c$.

Let $u$ be a mode. If $q\cdot u=0$, then $\mu|q|^2u = c\,u$, and $c=\mu|q|^2$ because $u\neq0$. If $q\cdot u\neq0$, the scalar product of the mode equation with $q$ gives

$$\mu|q|^2(q\cdot u) + (M-\mu)|q|^2(q\cdot u) = c\,(q\cdot u),$$

and division by $q\cdot u$ leaves $c=|q|^2M$.

Conversely, both values occur for $d\ge2$. The transverse vector $t$ realises $\mu|q|^2$, and $u=q$ realises $|q|^2M$ when $q\neq0$. For $q=0$ both values are zero, and $t$ serves for either.

The Lean proof makes the same case distinction. It projects the mode equation on $q$ with `congrArg` and cancels the factor $q\cdot u$ with `mul_right_cancel₀`. The theorem identifies the possible stiffnesses but does not count the independent modes belonging to each.

```lean
/-- In dimension at least two, `c` is the stiffness of some plane-wave mode of wavevector `q`
exactly when it is `|q|²` times the longitudinal modulus or `|q|²` times `μ`. -/
theorem mode_stiffness_iff (hd : 2 ≤ d) (K μ c : ℝ) (q : Fin d → ℝ) :
    (∃ u : Fin d → ℝ, u ≠ 0 ∧ stress K μ (strain q u) *ᵥ q = c • u) ↔
      c = (q ⬝ᵥ q) * longitudinalModulus d K μ ∨ c = μ * (q ⬝ᵥ q) := by
  constructor
  · rintro ⟨u, hu, h⟩
    by_cases hqu : q ⬝ᵥ u = 0
    · right
      rw [stress_transverse K μ q u hqu] at h
      exact (smul_left_injective ℝ hu h).symm
    · left
      -- project the mode equation on the wavevector
      rw [stress_strain_mulVec] at h
      have h' := congrArg (fun v => q ⬝ᵥ v) h
      simp only [dotProduct_add, dotProduct_smul, smul_eq_mul] at h'
      apply mul_right_cancel₀ hqu
      unfold longitudinalModulus
      linear_combination -h'
  · obtain ⟨t, ht, hqt⟩ := exists_transverse hd q
    rintro (hc | hc)
    · by_cases hq : q = 0
      · refine ⟨t, ht, ?_⟩
        rw [hc, stress_transverse K μ q t hqt, hq]
        simp only [zero_dotProduct, mul_zero, zero_mul]
      · refine ⟨q, hq, ?_⟩
        rw [hc, stress_strain_mulVec, longitudinalModulus]
        module
    · exact ⟨t, ht, by rw [hc, stress_transverse K μ q t hqt]⟩
```

## One dimension has no shear

For $d=1$ a strain is a single number and equals its own trace. The traceless part is zero, and

$$S(e) = K e + 2\mu(e-e) = K e .$$

Accordingly $M=K$, and the only displacement orthogonal to a nonzero wavevector is zero. The Lean proof compares the single matrix entry on each side.

```lean
/-- In one dimension the stress is `K` times the strain, whatever the value of `μ`. -/
theorem stress_one_dim (K μ : ℝ) (e : Matrix (Fin 1) (Fin 1) ℝ) :
    stress K μ e = K • e := by
  ext i j
  fin_cases i
  fin_cases j
  simp [stress, Matrix.trace]

end

end ElectronGasElasticKernel
```

```lean
#print axioms ElectronGasElasticKernel.stress_longitudinal_three
#print axioms ElectronGasElasticKernel.shear_response_iff
#print axioms ElectronGasElasticKernel.mode_stiffness_iff
#print axioms ElectronGasElasticKernel.stress_one_dim
```

```
'ElectronGasElasticKernel.stress_longitudinal_three' depends on axioms: [propext, Classical.choice, Quot.sound]
'ElectronGasElasticKernel.shear_response_iff' depends on axioms: [propext, Classical.choice, Quot.sound]
'ElectronGasElasticKernel.mode_stiffness_iff' depends on axioms: [propext, Classical.choice, Quot.sound]
'ElectronGasElasticKernel.stress_one_dim' depends on axioms: [propext, Classical.choice, Quot.sound]
```
